# On the null curve x = (1 − s²)/2, y = −i(1 + s²)/2, z = s, the t^k coefficient of Herglotz's (r · a(t))^l is binom(2l, k) s^k

With the null vector a(t) = (1 − t², i(1 + t²), 2t), the coefficients of t^k in (r · a(t))^l are unnormalised solid harmonics of degree l, polynomials in x, y, z. The theorem `coneRestriction_solid` says that on the complex curve x = (1 − s²)/2, y = −i(1 + s²)/2, z = s, where x² + y² + z² = 0, this coefficient becomes binom(2l, k) s^k, for all natural numbers l and k. The proof first shows, as `hmap`, that r · a(t) restricts to the perfect square (1 + st)² on the curve. It then raises this to the power l and reads off the coefficient with the binomial expansion `coeff_binomial`.

The failing Lean file:

```lean
import Mathlib

open Polynomial

namespace HerglotzGenerating

noncomputable section

/-- Complex polynomials in the Cartesian coordinates x, y, z (indices 0, 1, 2). -/
abbrev Poly3 := MvPolynomial (Fin 3) ℂ

/-- The vector a(t) = (1 - t², i(1 + t²), 2t). -/
def nullVector : Fin 3 → ℂ[X] :=
  ![1 - X ^ 2, C Complex.I * (1 + X ^ 2), 2 * X]

/-- The Herglotz generating function r · a(t), a polynomial in t over ℂ[x, y, z]. -/
def generator : Polynomial Poly3 :=
  ∑ i, C (MvPolynomial.X i) * (nullVector i).map MvPolynomial.C

/-- The coefficient of t^k in (r · a(t))^l. -/
def solid (l k : ℕ) : Poly3 := (generator ^ l).coeff k

/-- Written out, the generating function is x(1 - t²) + i y(1 + t²) + 2 z t. -/
theorem generator_eq : generator = C (MvPolynomial.X 0) * (1 - X ^ 2)
    + C (MvPolynomial.C Complex.I * MvPolynomial.X 1) * (1 + X ^ 2)
    + C (2 * MvPolynomial.X 2) * X := by
  have h2 : (C (2 : Poly3) : Polynomial Poly3) = 2 := map_ofNat C 2
  rw [generator, Fin.sum_univ_three]
  change C _ * (1 - X ^ 2 : ℂ[X]).map _ + C _ * (C Complex.I * (1 + X ^ 2) : ℂ[X]).map _
    + C _ * (2 * X : ℂ[X]).map _ = _
  simp only [Polynomial.map_sub, Polynomial.map_add, Polynomial.map_mul, Polynomial.map_pow,
    Polynomial.map_one, Polynomial.map_X, Polynomial.map_C, Polynomial.map_ofNat,
    Polynomial.C_mul, h2]
  ring

/-- Restriction of a polynomial to the curve x = (1 - s²)/2, y = -i(1 + s²)/2, z = s. -/
def coneRestriction : Poly3 →+* ℂ[X] :=
  MvPolynomial.eval₂Hom C
    ![C (1 / 2) * (1 - X ^ 2), C (-Complex.I / 2) * (1 + X ^ 2), X]

/-- Binomial expansion: the coefficient of t^k in (1 + s t)^n is binom(n, k) s^k. -/
theorem coeff_binomial (s : ℂ[X]) (n k : ℕ) :
    ((1 + C s * X : Polynomial ℂ[X]) ^ n).coeff k = (n.choose k : ℂ[X]) * s ^ k := by
  induction n generalizing k with
  | zero => cases k <;> simp [coeff_one]
  | succ n ih =>
    have e : (1 + C s * X : Polynomial ℂ[X]) ^ (n + 1)
        = (1 + C s * X) ^ n + C s * ((1 + C s * X) ^ n * X) := by ring
    rw [e, coeff_add, coeff_C_mul]
    cases k with
    | zero => rw [ih]; simp
    | succ k => rw [coeff_mul_X, ih, ih, Nat.choose_succ_succ']; push_cast; ring

/-- On the curve of `coneRestriction` the coefficient of t^k becomes binom(2l, k) s^k. -/
theorem coneRestriction_solid (l k : ℕ) :
    coneRestriction (solid l k) = C (((2 * l).choose k : ℕ) : ℂ) * X ^ k := by
  have h0 : coneRestriction (MvPolynomial.X 0) = C (1 / 2) * (1 - X ^ 2) :=
    MvPolynomial.eval₂Hom_X' _ _ 0
  have h1 : coneRestriction (MvPolynomial.X 1) = C (-Complex.I / 2) * (1 + X ^ 2) :=
    MvPolynomial.eval₂Hom_X' _ _ 1
  have h2 : coneRestriction (MvPolynomial.X 2) = X := MvPolynomial.eval₂Hom_X' _ _ 2
  have hC : coneRestriction (MvPolynomial.C Complex.I) = C Complex.I :=
    MvPolynomial.eval₂Hom_C _ _ _
  have hz : Complex.I * (-Complex.I / 2) = 1 / 2 := by
    linear_combination (-1 / 2) * Complex.I_sq
  have hJ : (C (C Complex.I) * C (C (-Complex.I / 2)) : Polynomial ℂ[X]) = C (C (1 / 2)) := by
    rw [← C_mul, ← C_mul, hz]
  have hh : (C (C (1 / 2)) + C (C (1 / 2)) : Polynomial ℂ[X]) = 1 := by
    rw [← C_add, ← C_add, add_halves]; simp
  -- the generating function becomes a perfect square
  have hmap : generator.map coneRestriction = (1 + C X * X) ^ 2 := by
    rw [generator_eq]
    simp only [Polynomial.map_add, Polynomial.map_mul, Polynomial.map_sub, Polynomial.map_pow,
      Polynomial.map_one, Polynomial.map_X, Polynomial.map_C, _root_.map_mul, h0, h1, h2, hC,
      _root_.map_ofNat, _root_.map_add, _root_.map_sub, _root_.map_pow, _root_.map_one]
    linear_combination ((1 + C X ^ 2) * (1 + X ^ 2)) * hJ + (1 + C X ^ 2 * X ^ 2) * hh
  rw [solid, ← coeff_map, Polynomial.map_pow, hmap, ← pow_mul, coeff_binomial,
    _root_.map_natCast]

end

end HerglotzGenerating
```

The compiler's answer:

```
Main.lean:76:4: error: ring failed, ring expressions not equal
l k : ℕ
h0 : coneRestriction (MvPolynomial.X 0) = C (1 / 2) * (1 - X ^ 2)
h1 : coneRestriction (MvPolynomial.X 1) = C (-Complex.I / 2) * (1 + X ^ 2)
h2 : coneRestriction (MvPolynomial.X 2) = X
hC : coneRestriction (MvPolynomial.C Complex.I) = C Complex.I
hz : Complex.I * (-Complex.I / 2) = 1 / 2
hJ : C (C Complex.I) * C (C (-Complex.I / 2)) = C (C (1 / 2))
hh : C (C (1 / 2)) + C (C (1 / 2)) = 1
⊢ -(C X * X * 2) + C X * X * map coneRestriction 2 = 0
```

Diagnosis. The error comes from the `linear_combination` that closes `hmap`. Its final `ring` check is left with `map coneRestriction 2` in one term and a plain `2` in the other. The two terms would cancel if the map were known to send 2 to 2, but `ring` treats `map coneRestriction 2` as an unknown quantity.

The 2 comes from `C (2 * MvPolynomial.X 2)` in `generator_eq`. Inside the map, `simp` can split this constant with `_root_.map_mul` and turn `C 2` into the numeral `2`, so `Polynomial.map_C` no longer applies to that factor. The listed `_root_.map_ofNat` doesn't help either. It is about bundled homomorphisms, such as `coneRestriction` itself, whereas `Polynomial.map coneRestriction` is an ordinary function.

The repair adds `Polynomial.map_ofNat`, which is stated for exactly this function and rewrites `map coneRestriction 2` to `2`. The remaining terms then cancel, and the `linear_combination` works unchanged. Moving `_root_.map_one` to a new line is only layout.

As a diff, the version that Lean accepts:

```diff
@@ -73,5 +73,6 @@
     simp only [Polynomial.map_add, Polynomial.map_mul, Polynomial.map_sub, Polynomial.map_pow,
       Polynomial.map_one, Polynomial.map_X, Polynomial.map_C, _root_.map_mul, h0, h1, h2, hC,
-      _root_.map_ofNat, _root_.map_add, _root_.map_sub, _root_.map_pow, _root_.map_one]
+      Polynomial.map_ofNat, _root_.map_ofNat, _root_.map_add, _root_.map_sub, _root_.map_pow,
+      _root_.map_one]
     linear_combination ((1 + C X ^ 2) * (1 + X ^ 2)) * hJ + (1 + C X ^ 2 * X ^ 2) * hh
   rw [solid, ← coeff_map, Polynomial.map_pow, hmap, ← pow_mul, coeff_binomial,
```
